# At fixed X2C decoupling, the picture-change error of an added potential is at most $2\|X\|^2$ times its deviation from a constant

Let $X$ be a complex $m\times n$ matrix that takes large-component to small-component coefficients in orthonormal bases, let $X^\dagger$ be its conjugate transpose (`Xᴴ` in the code), $R=(1+X^\dagger X)^{-1/2}$, and $\|\cdot\|$ the operator norm. For an external potential with large-component block $U$ and small-component block $U'$, the error of adding $U$ untransformed is $E=R(U+X^\dagger U'X)R-U$, and $\|E\|\le 2d\|X\|^2$ whenever both blocks lie within $d$ of the same multiple $u$ of the identity.

In Lean 4 with Mathlib:

```lean
import Mathlib

open Matrix
open scoped Matrix.Norms.L2Operator ComplexOrder

namespace X2CEmbedding

noncomputable section

variable {m n : Type*} [Fintype m] [Fintype n] [DecidableEq m] [DecidableEq n]

/-- The renormalisation factor `1/√(1+t)` of a mode in which `XᴴX` has the eigenvalue `t`; the
formula is meant for `t > -1`, and the definition gives `0` for all other `t`. -/
def normFactor (t : ℝ) : ℝ := (√(1 + t))⁻¹

/-- The unitary matrix of eigenvectors of `XᴴX`. -/
def gramBasis (X : Matrix m n ℂ) : unitaryGroup n ℂ :=
  (isHermitian_conjTranspose_mul_self X).eigenvectorUnitary

/-- The eigenvalues of `XᴴX`. -/
def gramEigenvalue (X : Matrix m n ℂ) : n → ℝ :=
  (isHermitian_conjTranspose_mul_self X).eigenvalues

/-- The X2C renormalisation matrix `R = (1 + XᴴX)^(-1/2)`, built in the eigenbasis of `XᴴX`. -/
def renorm (X : Matrix m n ℂ) : Matrix n n ℂ :=
  (gramBasis X : Matrix n n ℂ) *
    diagonal (fun i => (normFactor (gramEigenvalue X i) : ℂ)) * (gramBasis X : Matrix n n ℂ)ᴴ

/-- The error `R(U + XᴴU'X)R - U` made when the bare potential `U` is added after decoupling
in place of the transformed potential. -/
def pictureChangeError (X : Matrix m n ℂ) (U : Matrix n n ℂ) (U' : Matrix m m ℂ) :
    Matrix n n ℂ :=
  renorm X * (U + Xᴴ * U' * X) * renorm X - U

/-- For `t ≥ 0` the factor `r = 1/√(1+t)` is positive, at most one, normalises `1+t`,
and differs from one by at most `t/2`. -/
theorem normFactor_spec {t : ℝ} (ht : 0 ≤ t) :
    0 < normFactor t ∧ normFactor t ≤ 1 ∧
      normFactor t * (1 + t) * normFactor t = 1 ∧ 1 - normFactor t ≤ t / 2 := by
  have hs : √(1 + t) * √(1 + t) = 1 + t := Real.mul_self_sqrt (by linarith)
  have hpos : 0 < √(1 + t) := Real.sqrt_pos.2 (by linarith)
  have hr : 0 < normFactor t := inv_pos.2 hpos
  have hrs : normFactor t * √(1 + t) = 1 := inv_mul_cancel₀ hpos.ne'
  generalize √(1 + t) = s at hs hpos hrs
  generalize normFactor t = r at hr hrs
  have h1 : 1 ≤ s := by nlinarith
  have e : r * (s - 1) ^ 2 = s - 2 + r := by linear_combination (s - 2) * hrs
  have e0 : 0 ≤ r * (s - 1) ^ 2 := by positivity
  refine ⟨hr, by nlinarith, ?_, by nlinarith [sq_nonneg (s - 1)]⟩
  rw [← hs]
  linear_combination (r * s + 1) * hrs

/-- A unitary change of basis preserves the operator norm. -/
theorem norm_conj (W : unitaryGroup n ℂ) (D : Matrix n n ℂ) :
    ‖(W : Matrix n n ℂ) * D * (W : Matrix n n ℂ)ᴴ‖ = ‖D‖ := by
  have h1 := CStarRing.norm_mul_coe_unitary ((W : Matrix n n ℂ) * D) (star W)
  have h2 := CStarRing.norm_coe_unitary_mul W D
  exact h1.trans h2

omit [DecidableEq m] in
/-- The spectral decomposition of `XᴴX`. -/
theorem gram_spectral (X : Matrix m n ℂ) :
    Xᴴ * X = (gramBasis X : Matrix n n ℂ) *
      diagonal (fun i => (gramEigenvalue X i : ℂ)) * (gramBasis X : Matrix n n ℂ)ᴴ := by
  have h := (isHermitian_conjTranspose_mul_self X).spectral_theorem
  rw [Unitary.conjStarAlgAut_apply] at h
  exact h

/-- The eigenvalues of `XᴴX` lie between zero and `‖X‖²`. -/
theorem gramEigenvalue_bounds (X : Matrix m n ℂ) (i : n) :
    0 ≤ gramEigenvalue X i ∧ gramEigenvalue X i ≤ ‖X‖ ^ 2 := by
  refine ⟨(posSemidef_conjTranspose_mul_self X).eigenvalues_nonneg i, ?_⟩
  have h : ‖Xᴴ * X‖ = ‖fun i => (gramEigenvalue X i : ℂ)‖ := by
    rw [gram_spectral X, norm_conj, l2_opNorm_diagonal]
  calc gramEigenvalue X i ≤ |gramEigenvalue X i| := le_abs_self _
    _ = ‖(gramEigenvalue X i : ℂ)‖ := by simp
    _ ≤ ‖fun i => (gramEigenvalue X i : ℂ)‖ :=
        norm_le_pi_norm (fun i => (gramEigenvalue X i : ℂ)) i
    _ = ‖X‖ ^ 2 := by rw [← h, l2_opNorm_conjTranspose_mul_self, sq]

/-- The renormalisation matrix is positive semidefinite. -/
theorem renorm_posSemidef (X : Matrix m n ℂ) : (renorm X).PosSemidef := by
  refine PosSemidef.mul_mul_conjTranspose_same (posSemidef_diagonal_iff.2 fun i => ?_) _
  exact Complex.zero_le_real.2 (normFactor_spec (gramEigenvalue_bounds X i).1).1.le

/-- The renormalisation matrix restores the metric: `R(1 + XᴴX)R = 1`. -/
theorem renorm_normalises (X : Matrix m n ℂ) :
    renorm X * (1 + Xᴴ * X) * renorm X = 1 := by
  have hW : (gramBasis X : Matrix n n ℂ) * (gramBasis X : Matrix n n ℂ)ᴴ = 1 :=
    mem_unitaryGroup_iff.1 (gramBasis X).2
  have hD : diagonal (fun i => (normFactor (gramEigenvalue X i) : ℂ)) *
      (1 + diagonal (fun i => (gramEigenvalue X i : ℂ))) *
      diagonal (fun i => (normFactor (gramEigenvalue X i) : ℂ)) = 1 := by
    rw [← diagonal_one, diagonal_add, diagonal_mul_diagonal, diagonal_mul_diagonal]
    refine congrArg diagonal (funext fun i => ?_)
    exact_mod_cast (normFactor_spec (gramEigenvalue_bounds X i).1).2.2.1
  rw [gram_spectral X, renorm]
  generalize (gramBasis X : Matrix n n ℂ) = W at hW
  generalize diagonal (fun i => (normFactor (gramEigenvalue X i) : ℂ)) = D at hD
  generalize diagonal (fun i => (gramEigenvalue X i : ℂ)) = L at hD
  have hW' : Wᴴ * W = 1 := mul_eq_one_comm.1 hW
  -- all three factors are diagonal in the same basis
  have e : 1 + W * L * Wᴴ = W * (1 + L) * Wᴴ := by
    rw [Matrix.mul_add, Matrix.add_mul, Matrix.mul_one, hW]
  rw [e]
  calc W * D * Wᴴ * (W * (1 + L) * Wᴴ) * (W * D * Wᴴ)
      = W * D * (Wᴴ * W) * (1 + L) * (Wᴴ * W) * D * Wᴴ := by simp only [Matrix.mul_assoc]
    _ = W * (D * (1 + L) * D) * Wᴴ := by
        rw [hW']
        simp only [Matrix.mul_one, Matrix.mul_assoc]
    _ = 1 := by rw [hD, Matrix.mul_one, hW]

/-- The renormalisation matrix has norm at most one and differs from the identity by at most
`‖X‖²/2`. -/
theorem renorm_bounds (X : Matrix m n ℂ) :
    ‖renorm X‖ ≤ 1 ∧ ‖1 - renorm X‖ ≤ ‖X‖ ^ 2 / 2 := by
  constructor
  · rw [renorm, norm_conj, l2_opNorm_diagonal]
    refine (pi_norm_le_iff_of_nonneg zero_le_one).2 fun i => ?_
    obtain ⟨h0, h1, -, -⟩ := normFactor_spec (gramEigenvalue_bounds X i).1
    rw [Complex.norm_real, Real.norm_eq_abs, abs_of_pos h0]
    exact h1
  · have hW : (gramBasis X : Matrix n n ℂ) * (gramBasis X : Matrix n n ℂ)ᴴ = 1 :=
      mem_unitaryGroup_iff.1 (gramBasis X).2
    have e : 1 - renorm X = (gramBasis X : Matrix n n ℂ) *
        (1 - diagonal (fun i => (normFactor (gramEigenvalue X i) : ℂ))) *
        (gramBasis X : Matrix n n ℂ)ᴴ := by
      rw [Matrix.mul_sub, Matrix.sub_mul, Matrix.mul_one, hW, renorm]
    rw [e, norm_conj, ← diagonal_one, diagonal_sub, l2_opNorm_diagonal]
    refine (pi_norm_le_iff_of_nonneg (by positivity)).2 fun i => ?_
    obtain ⟨-, h1, -, h2⟩ := normFactor_spec (gramEigenvalue_bounds X i).1
    have hc : (1 : ℂ) - (normFactor (gramEigenvalue X i) : ℂ) =
        ((1 - normFactor (gramEigenvalue X i) : ℝ) : ℂ) := by simp
    rw [hc, Complex.norm_real, Real.norm_eq_abs, abs_of_nonneg (by linarith)]
    linarith [(gramEigenvalue_bounds X i).2]

/-- Adding the same constant to both potentials leaves the picture-change error unchanged. -/
theorem pictureChangeError_shift (X : Matrix m n ℂ) (U : Matrix n n ℂ) (U' : Matrix m m ℂ)
    (c : ℂ) :
    pictureChangeError X (U + c • 1) (U' + c • 1) = pictureChangeError X U U' := by
  have e : U + c • 1 + Xᴴ * (U' + c • 1) * X = (U + Xᴴ * U' * X) + c • (1 + Xᴴ * X) := by
    simp only [Matrix.mul_add, Matrix.add_mul, Matrix.mul_smul, Matrix.smul_mul,
      Matrix.mul_one, smul_add]
    abel
  have lin : ∀ A B : Matrix n n ℂ, renorm X * (A + c • B) * renorm X =
      renorm X * A * renorm X + c • (renorm X * B * renorm X) := fun A B => by
    rw [Matrix.mul_add, Matrix.add_mul, Matrix.mul_smul, Matrix.smul_mul]
  unfold pictureChangeError
  rw [e, lin, renorm_normalises]
  abel

/-- If both potentials deviate from a common constant `u` by at most `d` in operator norm, then
adding the potential after decoupling costs at most `2d‖X‖²`. -/
theorem norm_pictureChangeError_le (X : Matrix m n ℂ) (U : Matrix n n ℂ) (U' : Matrix m m ℂ)
    (u : ℂ) (d : ℝ) (hU : ‖U - u • 1‖ ≤ d) (hU' : ‖U' - u • 1‖ ≤ d) :
    ‖pictureChangeError X U U'‖ ≤ 2 * d * ‖X‖ ^ 2 := by
  have hd : 0 ≤ d := (norm_nonneg _).trans hU
  -- remove the constant part
  obtain ⟨V, rfl⟩ : ∃ V, U = V + u • 1 := ⟨U - u • 1, by simp⟩
  obtain ⟨V', rfl⟩ : ∃ V', U' = V' + u • 1 := ⟨U' - u • 1, by simp⟩
  rw [add_sub_cancel_right] at hU hU'
  rw [pictureChangeError_shift, pictureChangeError]
  obtain ⟨hR, hR1⟩ := renorm_bounds X
  have hM : ‖Xᴴ * V' * X‖ ≤ ‖X‖ * d * ‖X‖ := by
    calc ‖Xᴴ * V' * X‖ ≤ ‖Xᴴ * V'‖ * ‖X‖ := l2_opNorm_mul _ _
      _ ≤ ‖Xᴴ‖ * ‖V'‖ * ‖X‖ := by
          gcongr
          exact l2_opNorm_mul _ _
      _ ≤ ‖X‖ * d * ‖X‖ := by
          rw [l2_opNorm_conjTranspose]
          gcongr
  generalize Xᴴ * V' * X = M at hM
  generalize renorm X = R at hR hR1
  -- split into the small-component part and the renormalisation part
  have e : R * (V + M) * R - V = R * M * R - ((1 - R) * V * R + V * (1 - R)) := by
    noncomm_ring
  have h3 : ∀ A B C : Matrix n n ℂ, ‖A * B * C‖ ≤ ‖A‖ * ‖B‖ * ‖C‖ := fun A B C =>
    (l2_opNorm_mul _ _).trans
      (mul_le_mul_of_nonneg_right (l2_opNorm_mul _ _) (norm_nonneg _))
  have b1 : ‖R * M * R‖ ≤ 1 * (‖X‖ * d * ‖X‖) * 1 := (h3 _ _ _).trans (by gcongr)
  have b2 : ‖(1 - R) * V * R‖ ≤ ‖X‖ ^ 2 / 2 * d * 1 := (h3 _ _ _).trans (by gcongr)
  have b3 : ‖V * (1 - R)‖ ≤ d * (‖X‖ ^ 2 / 2) := (l2_opNorm_mul _ _).trans (by gcongr)
  rw [e]
  have t1 := norm_sub_le (R * M * R) ((1 - R) * V * R + V * (1 - R))
  have t2 := norm_add_le ((1 - R) * V * R) (V * (1 - R))
  linarith

/-- For `X = x`, `U = u - d` and `U' = u + d`, all multiples of the identity, the error is
exactly `2dx²/(1+x²)` times the identity. -/
theorem pictureChangeError_scalar (x u d : ℝ) :
    pictureChangeError ((x : ℂ) • (1 : Matrix n n ℂ)) (((u : ℂ) - d) • 1) (((u : ℂ) + d) • 1)
      = (2 * (d : ℂ) * x ^ 2 / (1 + x ^ 2)) • (1 : Matrix n n ℂ) := by
  have hne : (1 + (x : ℂ) ^ 2) ≠ 0 := by
    exact_mod_cast (by positivity : (1 + x ^ 2 : ℝ) ≠ 0)
  have hX : ((x : ℂ) • (1 : Matrix n n ℂ))ᴴ = (x : ℂ) • 1 := by
    rw [conjTranspose_smul, conjTranspose_one, Complex.star_def, Complex.conj_ofReal]
  have h := renorm_normalises ((x : ℂ) • (1 : Matrix n n ℂ))
  unfold pictureChangeError
  rw [hX] at h ⊢
  generalize renorm ((x : ℂ) • (1 : Matrix n n ℂ)) = R at h ⊢
  have e1 : (1 : Matrix n n ℂ) + (x : ℂ) • 1 * (x : ℂ) • 1 = (1 + (x : ℂ) ^ 2) • 1 := by
    simp only [Matrix.mul_smul, Matrix.mul_one, smul_smul]
    module
  have e2 : ((u : ℂ) - d) • (1 : Matrix n n ℂ) +
      (x : ℂ) • 1 * ((u : ℂ) + d) • 1 * (x : ℂ) • 1 =
      ((u : ℂ) - d + x ^ 2 * (u + d)) • 1 := by
    simp only [Matrix.mul_smul, Matrix.mul_one, smul_smul]
    module
  rw [e1, Matrix.mul_smul, Matrix.mul_one, Matrix.smul_mul] at h
  have hq : R * R = (1 + (x : ℂ) ^ 2)⁻¹ • 1 := (eq_inv_smul_iff₀ hne).2 h
  rw [e2, Matrix.mul_smul, Matrix.mul_one, Matrix.smul_mul, hq, smul_smul, ← sub_smul]
  congr 1
  field_simp
  ring

end

end X2CEmbedding
```

```lean
#print axioms X2CEmbedding.renorm_posSemidef
#print axioms X2CEmbedding.norm_pictureChangeError_le
#print axioms X2CEmbedding.pictureChangeError_scalar
```

```
'X2CEmbedding.renorm_posSemidef' depends on axioms: [propext, Classical.choice, Quot.sound]
'X2CEmbedding.norm_pictureChangeError_le' depends on axioms: [propext, Classical.choice, Quot.sound]
'X2CEmbedding.pictureChangeError_scalar' depends on axioms: [propext, Classical.choice, Quot.sound]
```

## The bound and its hypotheses

The main theorem is `norm_pictureChangeError_le`. Its hypotheses `hU` and `hU'` say $\|U-u\|\le d$ and $\|U'-u\|\le d$, where `u • 1` is the constant potential $u$ in each block. Its conclusion is
$$\|R(U+X^\dagger U'X)R-U\|\le 2d\,\|X\|^2 .$$

The index types `n` and `m` label the large- and small-component basis functions. They are finite and may differ in size, so $X$ may be rectangular. The potentials need not be Hermitian and $u$ may be complex; the physical case of Hermitian blocks and real $u$ is included. The norm is the largest factor by which a matrix stretches a vector, which Mathlib calls the L2 operator norm.

The matrix $R$ is `renorm X`. It is built from the eigenvectors of $X^\dagger X$, with the factor $1/\sqrt{1+t}$ for each eigenvalue $t$. Two theorems confirm that this is the intended inverse square root: `renorm_posSemidef` says that $R$ is positive semidefinite, and `renorm_normalises` says that $R(1+X^\dagger X)R=1$.

## What the matrices stand for in X2C

In exact two-component theory, a positive-energy state with large-component coefficients $a$ has small-component coefficients $Xa$. Its squared norm is $a^\dagger(1+X^\dagger X)a$, so setting $a=R\varphi$ gives a normalised two-component description $\varphi$. In this picture a block-diagonal potential becomes $R(U+X^\dagger U'X)R$. An embedding potential added after decoupling enters as $U$ instead, and `pictureChangeError X U U'` is the difference.

For a one-electron, finite-basis Hamiltonian with $X$ held fixed, the theorem says that this shortcut costs nothing for a constant potential and at most $2d\|X\|^2$ in general. Large uniform offsets in an embedding potential are therefore harmless, provided that both components see the same offset. Because $\|X\|$ is a maximum over the whole basis, tight core functions can make the bound far larger than the error felt by a valence state.

The number $d$ measures how far the potential departs from a constant. For a local potential whose values stay within $d$ of $u$, both hypotheses hold in orthonormal bases, because projection onto a basis does not increase the norm. Atomic orbitals for the large component and kinetically balanced functions for the small one have to be orthonormalised first for $X$, $U$ and $U'$ to have the meaning used here.

The matrix $X$ is arbitrary in the theorem; no Dirac equation is solved to obtain it. With $X$ held fixed, the external potential can couple the positive-energy states to the negative-energy ones. Decoupling again with the potential present would remove this coupling by changing $X$, and the bound does not include that effect. Two-electron terms are also absent.

## The renormalisation matrix is close to the identity

For an eigenvalue $t\ge0$ of $X^\dagger X$, put $s=\sqrt{1+t}\ge1$ and $r=1/s$. Then $0<r\le1$ and $r(1+t)r=1$. Furthermore,
$$0\le r(s-1)^2=s-2+r,\qquad\text{so}\qquad 1-r\le s-1\le\frac{s^2-1}{2}=\frac t2 ,$$
where the last inequality is $(s-1)^2\ge0$. This is `normFactor_spec`: `linear_combination` checks the identity for $r(s-1)^2$, and the last `nlinarith` draws $1-r\le t/2$ from the two squares.

Now write $X^\dagger X=W\,\mathrm{diag}(t_i)\,W^\dagger$ with $W$ unitary, which is `gram_spectral`. Multiplying by unitary matrices on either side preserves the norm (`norm_conj`), and the norm of a diagonal matrix is its largest absolute entry. Since $\|X^\dagger X\|=\|X\|^2$, every eigenvalue satisfies $0\le t_i\le\|X\|^2$, as stated in `gramEigenvalue_bounds`.

With $r_i=1/\sqrt{1+t_i}$, the renormalisation matrix is $R=W\,\mathrm{diag}(r_i)\,W^\dagger$. Its diagonal factors are positive, which gives `renorm_posSemidef`. The normalisation follows from
$$R(1+X^\dagger X)R=W\,\mathrm{diag}\big(r_i(1+t_i)r_i\big)W^\dagger=WW^\dagger=1 .$$
The proof of `renorm_normalises` does the same: it establishes the diagonal identity `hD`, then cancels the inner products $W^\dagger W$.

In the same basis $1-R$ has the diagonal entries $1-r_i$, which lie between $0$ and $t_i/2$. Hence
$$\|R\|\le1,\qquad \|1-R\|\le\tfrac12\|X\|^2 ,$$
which are the two parts of `renorm_bounds`.

## A common constant drops out

Add the same constant $c$ to both blocks. The matrix between the two factors $R$ becomes
$$U+c+X^\dagger(U'+c)X=(U+X^\dagger U'X)+c\,(1+X^\dagger X).$$
After multiplication by $R$ on both sides, the extra term is $c\,R(1+X^\dagger X)R=c$. Subtracting the shifted potential $U+c$ removes it again, so $E$ is unchanged. In `pictureChangeError_shift`, `e` is the displayed identity, `lin` distributes the two factors $R$, and `renorm_normalises` supplies the cancellation.

## Bounding what remains

Set $V=U-u$ and $V'=U'-u$, so that $\|V\|\le d$ and $\|V'\|\le d$. By the shift invariance, $E=R(V+X^\dagger V'X)R-V$. Since
$$V-RVR=(1-R)VR+V(1-R),$$
the error splits as
$$E=RX^\dagger V'XR-\big((1-R)VR+V(1-R)\big).$$
The first term comes from the small component, the other two from renormalising the large one. The norm of a product is at most the product of the norms, so
$$\|RX^\dagger V'XR\|\le d\|X\|^2,\qquad \|(1-R)VR\|\le\tfrac12 d\|X\|^2,\qquad \|V(1-R)\|\le\tfrac12 d\|X\|^2 .$$
The triangle inequality adds these to $2d\|X\|^2$.

The proof of `norm_pictureChangeError_le` takes these steps in order. The first two `obtain` lines introduce $V$ and $V'$, and the shift theorem removes $u$. The splitting is verified by `noncomm_ring`, which respects the order of the matrix factors. The three estimates are `b1`, `b2` and `b3`, and `linarith` adds them.

## Opposite offsets show that the factor 2 is sharp

Take $m=n$, $X=x$, $U=u-d$ and $U'=u+d$, all real multiples of the identity. Then $R^2=1/(1+x^2)$ and
$$E=\frac{(u-d)+x^2(u+d)}{1+x^2}-(u-d)=\frac{2dx^2}{1+x^2}.$$
This is `pictureChangeError_scalar`, whose proof obtains $R^2$ from the normalisation identity and finishes with `field_simp` and `ring`.

For $d>0$, $x\ne0$ and at least one basis function, the ratio of $\|E\|$ to $d\|X\|^2$ is $2/(1+x^2)$. It tends to $2$ as $x\to0$, so no smaller constant works for all $X$. Each block here is itself a constant potential, yet the error is nonzero: only an offset shared by both components disappears. Opposite offsets act like a change of the electron's mass, not like an electrostatic potential, which takes the same values in both components. The example therefore tests the matrix inequality and does not model a typical embedding potential.
